# A lower bound scaling as $1/r_c^2$ for the core part of a pseudo-orbital's radial kinetic-energy integral, per unit core charge

Take the radial function $u(r)=r$ on a core $0\le r\le r_c$, with angular momentum $l=0$. The orbital is $u(r)/r$ times a spherical harmonic. In atomic units its charge in the core is $\int_0^{r_c}u^2\,dr=r_c^3/3$ and the core part of its radial kinetic-energy integral is $\int_0^{r_c}u'^2/2\,dr=r_c/2$. The ratio of the two is $3/(2r_c^2)$, so halving the core radius quadruples it. Since $u$ starts from zero at the nucleus, it can hold charge only by moving away from zero, and holding the same charge in a smaller core demands a steeper slope.

Norm conservation prescribes the core charge of a pseudo-orbital. For a single real radial function, this sets a lower bound on the core part of the radial integral, and hence on the kinetic energy of the whole orbital, since the part of the integral outside the core is not negative. For $l=0$ it sets no positive lower bound on the integral of $|\nabla\psi|^2/2$ over the core alone, where $\psi$ is the orbital: in the example above $\psi$ is constant in the core and that integral is zero.

## Regular functions, charge and energy

`RegularRadial rc u du` says that $u(0)=0$ and that $u$ has the continuous derivative `du` on $[0,r_c]$, one-sided at the ends. A finite sum of terms $r\,j_l(q_ir)$, with $j_l$ spherical Bessel functions, qualifies. Matching to the all-electron orbital at $r_c$ is not required, so the bounds hold with or without it.

```lean
import Mathlib

open MeasureTheory Set Filter Topology
open scoped Real

namespace PseudoOrbitalConfinement

noncomputable section

/-- A radial function `u` that is continuously differentiable on `[0, rc]` with derivative `du`
and vanishes at the nucleus. -/
structure RegularRadial (rc : ℝ) (u du : ℝ → ℝ) : Prop where
  zero : u 0 = 0
  deriv : ∀ r ∈ Icc 0 rc, HasDerivWithinAt u (du r) (Icc 0 rc) r
  cont : ContinuousOn du (Icc 0 rc)
```

The confined charge is $Q=\int_0^{r_c}u^2\,dr$.

```lean
/-- The charge of the radial function `u` inside the core radius `rc`. -/
def confinedCharge (rc : ℝ) (u : ℝ → ℝ) : ℝ := ∫ r in (0 : ℝ)..rc, u r ^ 2
```

Below, the kinetic energy of a radial function means the core part of its radial kinetic-energy integral,
$$K_l=\int_0^{r_c}\left(\frac{u'^2}{2}+\frac{l(l+1)u^2}{2r^2}\right)dr.$$
Its radial part is in gradient form, which for smooth $u$ differs from $-\frac12\int_0^{r_c} uu''\,dr$ by the boundary term $u(r_c)u'(r_c)/2$. For a normalized spherical harmonic, $K_l$ exceeds the integral of $|\nabla\psi|^2/2$ over the core by $u(r_c)^2/(2r_c)$. For a smooth, decaying orbital these boundary terms vanish when the integrals extend over all space.

```lean
/-- The part from `0` to `rc` of the radial kinetic-energy integral, in atomic units, of a radial
function `u` with derivative `du` and angular momentum `l`; the centrifugal term is meant for `r >
0`. -/
def kineticEnergy (l : ℕ) (rc : ℝ) (u du : ℝ → ℝ) : ℝ :=
  ∫ r in (0 : ℝ)..rc, (du r ^ 2 / 2 + l * (l + 1) * u r ^ 2 / (2 * r ^ 2))
```

## (a) Continuity on the closed core

**Task.** Show that $u(s)\to u(r)$ as $s\to r$ within $[0,r_c]$.

**Solution.** For $s\ne r$, the difference $u(s)-u(r)$ is $s-r$ times a difference quotient that tends to $u'(r)$, so it tends to zero. Lean applies this at each point.

```lean
/-- A regular radial function is continuous on the closed core interval `[0, rc]`. -/
theorem RegularRadial.continuousOn {rc : ℝ} {u du : ℝ → ℝ} (h : RegularRadial rc u du) :
    ContinuousOn u (Icc 0 rc) :=
  fun r hr => (h.deriv r hr).continuousWithinAt
```

## (b) The centrifugal term near the nucleus

**Task.** For $r_c>0$, show that
$$\int_0^{r_c}\frac{u^2}{r^2}\,dr<\infty .$$

**Solution.** The continuous function $u'$ is bounded on the closed interval, say $|u'|\le C$. Since $u(0)=0$, the mean value inequality gives $|u(r)|\le Cr$, hence $u^2/r^2\le C^2$ for $r>0$. `Integrable.mono'` makes this comparison with a constant.

```lean
/-- The centrifugal energy density of a regular radial function is integrable up to the nucleus. -/
theorem centrifugal_integrable {rc : ℝ} {u du : ℝ → ℝ} (hrc : 0 < rc)
    (h : RegularRadial rc u du) :
    IntervalIntegrable (fun r => u r ^ 2 / r ^ 2) volume 0 rc := by
  obtain ⟨C, hC⟩ := isCompact_Icc.exists_bound_of_continuousOn h.cont
  rw [intervalIntegrable_iff_integrableOn_Ioc_of_le hrc.le]
  have hm : ContinuousOn (fun r => u r ^ 2 / r ^ 2) (Ioc 0 rc) :=
    ((h.continuousOn.mono Ioc_subset_Icc_self).pow 2).div (continuousOn_id.pow 2)
      (fun r hr => pow_ne_zero 2 hr.1.ne')
  refine Integrable.mono' (integrable_const (C ^ 2))
    (hm.aestronglyMeasurable measurableSet_Ioc)
    (ae_restrict_of_forall_mem measurableSet_Ioc fun r hr => ?_)
  -- the mean value inequality gives |u r| ≤ C r
  have hb := (convex_Icc 0 rc).norm_image_sub_le_of_norm_hasDerivWithin_le h.deriv hC
    (left_mem_Icc.2 hrc.le) (Ioc_subset_Icc_self hr)
  rw [h.zero, sub_zero, sub_zero, Real.norm_eq_abs, Real.norm_eq_abs, abs_of_pos hr.1] at hb
  have hr2 : 0 < r ^ 2 := pow_pos hr.1 2
  rw [Real.norm_eq_abs, abs_of_nonneg (by positivity), div_le_iff₀ hr2, ← sq_abs (u r),
    ← mul_pow]
  exact pow_le_pow_left₀ (abs_nonneg _) hb 2
```

## (c) Completing a square with a tangent

**Task.** For $k>0$ with $kr_c<\pi/2$, show that
$$k^2Q\le\int_0^{r_c}u'^2\,dr .$$

**Solution.** Put $T(r)=\tan(k(r_c-r))$. It is finite on the core, with $T'=-k(1+T^2)$ and $T(r_c)=0$. Then
$$(kTu^2)'=-k^2(1+T^2)u^2+2kTuu',$$
$$u'^2-k^2u^2=(u'-kTu)^2+(kTu^2)'.$$
The total derivative integrates to zero, because $T(r_c)=0$ and $u(0)=0$. What remains is the integral of a square. In the code, `hF` evaluates the boundary terms and `hm` integrates the pointwise inequality, which `nlinarith` obtains from the square.

Without $u(0)=0$ the claim fails: $u=1$ has $Q=r_c$ but $u'=0$.

```lean
/-- For every wave number `k` below that of a quarter wave in the core, the integral of `u'^2`
is at least `k^2` times the confined charge. -/
theorem subcritical_bound {rc k : ℝ} {u du : ℝ → ℝ} (hrc : 0 < rc)
    (h : RegularRadial rc u du) (hk : 0 < k) (hk' : k * rc < π / 2) :
    k ^ 2 * confinedCharge rc u ≤ ∫ r in (0 : ℝ)..rc, du r ^ 2 := by
  -- T = tan (k (rc - r)) solves a Riccati equation and vanishes at rc
  obtain ⟨T, hT, hT0⟩ : ∃ T : ℝ → ℝ,
      (∀ r ∈ Icc 0 rc, HasDerivAt T (-(k * (1 + T r ^ 2))) r) ∧ T rc = 0 := by
    refine ⟨fun r => Real.tan (k * (rc - r)), fun r hr => ?_, by simp⟩
    have h0 : 0 ≤ k * (rc - r) := mul_nonneg hk.le (sub_nonneg.2 hr.2)
    have h1 : 0 ≤ k * r := mul_nonneg hk.le hr.1
    have hc : Real.cos (k * (rc - r)) ≠ 0 :=
      (Real.cos_pos_of_mem_Ioo ⟨by linarith [Real.pi_pos], by linarith⟩).ne'
    have e : 1 / Real.cos (k * (rc - r)) ^ 2 = 1 + Real.tan (k * (rc - r)) ^ 2 := by
      rw [Real.tan_eq_sin_div_cos, div_pow, eq_comm, eq_div_iff (pow_ne_zero 2 hc), add_mul,
        div_mul_cancel₀ _ (pow_ne_zero 2 hc), one_mul, Real.cos_sq_add_sin_sq]
    have hl : HasDerivAt (fun r : ℝ => k * (rc - r)) (k * (-1)) r :=
      ((hasDerivAt_id' r).const_sub rc).const_mul k
    have hcomp := (Real.hasDerivAt_tan hc).comp r hl
    have hd : HasDerivAt (fun r : ℝ => Real.tan (k * (rc - r)))
        (1 / Real.cos (k * (rc - r)) ^ 2 * (k * (-1))) r :=
      hcomp
    refine hd.congr_deriv ?_
    change _ = -(k * (1 + Real.tan (k * (rc - r)) ^ 2))
    rw [e]
    ring
  have hTc : ContinuousOn T (Icc 0 rc) :=
    fun r hr => (hT r hr).continuousAt.continuousWithinAt
  have huc := h.continuousOn
  have hdc := h.cont
  have hi : IntervalIntegrable
      (fun r => -(k ^ 2 * (1 + T r ^ 2)) * u r ^ 2 + 2 * k * T r * u r * du r) volume 0 rc :=
    ContinuousOn.intervalIntegrable_of_Icc hrc.le (by fun_prop)
  have hu2 : IntervalIntegrable (fun r => k ^ 2 * u r ^ 2) volume 0 rc :=
    ContinuousOn.intervalIntegrable_of_Icc hrc.le (by fun_prop)
  have hd2 : IntervalIntegrable (fun r => du r ^ 2) volume 0 rc :=
    ContinuousOn.intervalIntegrable_of_Icc hrc.le (by fun_prop)
  -- the total derivative of k T u² integrates to zero
  have hF := intervalIntegral.integral_eq_sub_of_hasDerivAt_of_le
    (f := fun r => k * T r * (u r * u r)) hrc.le (by fun_prop)
    (fun r hr => by
      have hu := (h.deriv r (Ioo_subset_Icc_self hr)).hasDerivAt (Icc_mem_nhds hr.1 hr.2)
      exact (((hT r (Ioo_subset_Icc_self hr)).const_mul k).fun_mul
        (hu.fun_mul hu)).congr_deriv (by ring)) hi
  simp only [hT0, h.zero, mul_zero, zero_mul, sub_zero] at hF
  -- the remainder is the square (u' - k T u)²
  have hm := intervalIntegral.integral_mono_on hrc.le hi (hd2.sub hu2)
    (fun r _ => by nlinarith [sq_nonneg (du r - k * T r * u r)])
  rw [hF] at hm
  have hs := intervalIntegral.integral_sub hd2 hu2
  rw [intervalIntegral.integral_const_mul] at hs
  have hm' : 0 ≤ ∫ r in (0 : ℝ)..rc, (du r ^ 2 - k ^ 2 * u r ^ 2) := hm
  rw [hs] at hm'
  unfold confinedCharge
  linarith
```

## (d) Reaching the quarter wave

**Task.** Show that
$$\left(\frac{\pi}{2r_c}\right)^2Q\le\int_0^{r_c}u'^2\,dr .$$

**Solution.** At $k=\pi/(2r_c)$ the tangent diverges at $r=0$, so approach this value from below. The left side of (c) is continuous in $k$ and the right side does not depend on it, so the inequality survives the limit. This is `le_of_tendsto`.

```lean
/-- The integral of `u'^2` over the core is at least `(π / (2 rc))^2` times the confined charge. -/
theorem radial_bound {rc : ℝ} {u du : ℝ → ℝ} (hrc : 0 < rc) (h : RegularRadial rc u du) :
    (π / (2 * rc)) ^ 2 * confinedCharge rc u ≤ ∫ r in (0 : ℝ)..rc, du r ^ 2 := by
  have hc : Continuous fun k : ℝ => k ^ 2 * confinedCharge rc u := by fun_prop
  have hp : 0 < π / (2 * rc) := by positivity
  refine le_of_tendsto ((hc.tendsto (π / (2 * rc))).mono_left
    (nhdsWithin_le_nhds (s := Iio (π / (2 * rc))))) ?_
  filter_upwards [Ioo_mem_nhdsLT hp] with k hk
  have := (lt_div_iff₀ (by positivity)).1 hk.2
  exact subcritical_bound hrc h hk.1 (by linarith)
```

## (e) The least centrifugal cost

**Task.** Show that
$$\frac{Q}{r_c^2}\le\int_0^{r_c}\frac{u^2}{r^2}\,dr .$$

**Solution.** For $0<r\le r_c$ we have $1/r^2\ge1/r_c^2$. Multiply by $u^2$ and integrate, using (b). Lean treats $r=0$ separately; there both integrands are zero, since it sets $0/0=0$.

```lean
/-- The integral of `u^2 / r^2` over the core is at least the confined charge over `rc^2`. -/
theorem centrifugal_bound {rc : ℝ} {u du : ℝ → ℝ} (hrc : 0 < rc) (h : RegularRadial rc u du) :
    confinedCharge rc u / rc ^ 2 ≤ ∫ r in (0 : ℝ)..rc, u r ^ 2 / r ^ 2 := by
  have huc := h.continuousOn
  unfold confinedCharge
  rw [← intervalIntegral.integral_div]
  refine intervalIntegral.integral_mono_on hrc.le
    (ContinuousOn.intervalIntegrable_of_Icc hrc.le (by fun_prop))
    (centrifugal_integrable hrc h) fun r hr => ?_
  rcases hr.1.eq_or_lt with h0 | h0
  · simp [← h0, h.zero]
  · have := hr.2
    gcongr
```

## (f) The kinetic energy bound

**Task.** Show that
$$K_l\ge\frac{Q}{r_c^2}\left(\frac{\pi^2}{8}+\frac{l(l+1)}{2}\right).$$

**Solution.** By (b) the integral splits, and (d) and (e) bound the two parts:
$$K_l=\frac12\int_0^{r_c}u'^2\,dr+\frac{l(l+1)}2\int_0^{r_c}\frac{u^2}{r^2}\,dr
\ge\frac12\frac{\pi^2}{4r_c^2}Q+\frac{l(l+1)}2\frac{Q}{r_c^2}.$$
The equation `e` performs the split, and the final `calc` adds the estimates.

```lean
/-- The core part of the radial kinetic-energy integral of a regular radial function with confined
charge `Q` is at least `Q (π^2/8 + l(l+1)/2) / rc^2`. -/
theorem kineticEnergy_ge (l : ℕ) {rc : ℝ} {u du : ℝ → ℝ} (hrc : 0 < rc)
    (h : RegularRadial rc u du) :
    confinedCharge rc u * (π ^ 2 / 8 + l * (l + 1) / 2) / rc ^ 2 ≤ kineticEnergy l rc u du := by
  have hdc := h.cont
  have h1 : IntervalIntegrable (fun r => 1 / 2 * du r ^ 2) volume 0 rc :=
    ContinuousOn.intervalIntegrable_of_Icc hrc.le (by fun_prop)
  have h2 : IntervalIntegrable (fun r => (l * (l + 1) / 2 : ℝ) * (u r ^ 2 / r ^ 2)) volume 0 rc :=
    (centrifugal_integrable hrc h).const_mul _
  -- split into radial and centrifugal parts
  have e : kineticEnergy l rc u du = ∫ r in (0 : ℝ)..rc,
      (1 / 2 * du r ^ 2 + (l * (l + 1) / 2 : ℝ) * (u r ^ 2 / r ^ 2)) := by
    unfold kineticEnergy
    congr 1
    funext r
    ring
  rw [e, intervalIntegral.integral_add h1 h2, intervalIntegral.integral_const_mul,
    intervalIntegral.integral_const_mul]
  have h3 := mul_le_mul_of_nonneg_left (centrifugal_bound hrc h)
    (by positivity : (0 : ℝ) ≤ l * (l + 1) / 2)
  have h4 := radial_bound hrc h
  calc _ = 1 / 2 * ((π / (2 * rc)) ^ 2 * confinedCharge rc u)
        + (l * (l + 1) / 2 : ℝ) * (confinedCharge rc u / rc ^ 2) := by ring
    _ ≤ _ := by linarith
```

## (g) A smallest core radius

**Task.** Let $Q>0$ and $K_l\le EQ$, where $E$ is a ceiling on $K_l$ per unit core charge. Show that
$$E\,r_c^2\ge\frac{\pi^2}{8}+\frac{l(l+1)}2 .$$

**Solution.** Combine (f) with the ceiling, multiply by $r_c^2$ and divide by $Q$. For $l=0$ and $E=1$ hartree, $r_c$ must be at least about $1.11$ bohr. The ceiling $E$ limits the ratio $K_l/Q$ and is not a plane-wave cutoff.

```lean
/-- If the core part of the radial kinetic-energy integral, per unit of confined charge, is at most
`E`, then `E rc^2` is at least `π^2/8 + l(l+1)/2`. -/
theorem core_radius_ge (l : ℕ) {rc E : ℝ} {u du : ℝ → ℝ} (hrc : 0 < rc)
    (h : RegularRadial rc u du) (hQ : 0 < confinedCharge rc u)
    (hE : kineticEnergy l rc u du ≤ E * confinedCharge rc u) :
    π ^ 2 / 8 + l * (l + 1) / 2 ≤ E * rc ^ 2 := by
  have h1 := (div_le_iff₀ (pow_pos hrc 2)).1 ((kineticEnergy_ge l hrc h).trans hE)
  exact le_of_mul_le_mul_left (h1.trans_eq (by ring)) hQ
```

## (h) Shrinking the core at fixed charge

**Task.** For each $r_c>0$ choose a regular function $u_{r_c}$, all with the same charge $Q>0$. Show that
$$K_l[u_{r_c}]\to\infty\quad\text{as } r_c\to0^+ .$$

**Solution.** By (f), $K_l$ is at least a fixed positive number times $1/r_c^2$, which diverges; `tendsto_atTop_mono'` makes the comparison. The fixed $Q$ is essential to the reading: for one given all-electron orbital, the charge inside $r_c$ itself shrinks with $r_c$.

```lean
/-- Along a family of regular radial functions with the same confined charge `Q > 0`, the core part
of the radial kinetic-energy integral tends to infinity as the core radius shrinks to zero. -/
theorem kineticEnergy_tendsto_atTop (l : ℕ) {Q : ℝ} (hQ : 0 < Q) (u du : ℝ → ℝ → ℝ)
    (h : ∀ rc, 0 < rc → RegularRadial rc (u rc) (du rc))
    (hn : ∀ rc, 0 < rc → confinedCharge rc (u rc) = Q) :
    Tendsto (fun rc => kineticEnergy l rc (u rc) (du rc)) (𝓝[>] 0) atTop := by
  have hc : 0 < Q * (π ^ 2 / 8 + l * (l + 1) / 2) := by positivity
  have ht : Tendsto (fun rc : ℝ => Q * (π ^ 2 / 8 + l * (l + 1) / 2) * (rc⁻¹) ^ 2)
      (𝓝[>] 0) atTop :=
    ((tendsto_pow_atTop two_ne_zero).comp tendsto_inv_nhdsGT_zero).const_mul_atTop hc
  refine tendsto_atTop_mono' _ ?_ ht
  filter_upwards [self_mem_nhdsWithin] with rc hrc
  have h1 := kineticEnergy_ge l hrc (h rc hrc)
  rw [hn rc hrc] at h1
  refine le_trans (le_of_eq ?_) h1
  ring
```

## (i) An integral over a quarter wave

**Task.** For real $a,b$ and $k\ne0$ with $kr_c=\pi/2$, show that
$$\int_0^{r_c}\left[a+b(\cos^2kr-\sin^2kr)\right]dr=ar_c .$$

**Solution.** An antiderivative is $ar+(b/k)\sin kr\cos kr$. Its second term vanishes at both ends, where $\sin0=0$ and $\cos(\pi/2)=0$. Lean differentiates this function in `hG`.

```lean
/-- Over a quarter wave, `cos^2 - sin^2` averages to zero, so only the constant `a` contributes. -/
theorem quarter_wave_integral {k rc : ℝ} (hk : k ≠ 0) (hkr : k * rc = π / 2) (a b : ℝ) :
    ∫ r in (0 : ℝ)..rc, (a + b * (Real.cos (k * r) ^ 2 - Real.sin (k * r) ^ 2)) = a * rc := by
  have hG : ∀ r : ℝ, HasDerivAt
      (fun r => a * r + b / k * (Real.sin (k * r) * Real.cos (k * r)))
      (a + b * (Real.cos (k * r) ^ 2 - Real.sin (k * r) ^ 2)) r := fun r => by
    have hl := (hasDerivAt_id' r).const_mul k
    refine (((hasDerivAt_id' r).const_mul a).fun_add
      ((hl.sin.fun_mul hl.cos).const_mul (b / k))).congr_deriv ?_
    have hb : b / k * k = b := div_mul_cancel₀ b hk
    linear_combination (Real.cos (k * r) ^ 2 - Real.sin (k * r) ^ 2) * hb
  rw [intervalIntegral.integral_eq_sub_of_hasDerivAt (fun r _ => hG r)
    (Continuous.intervalIntegrable (by fun_prop) _ _)]
  simp [hkr]
```

## (j) A function that attains the bound

**Task.** For $l=0$ and $u(r)=\sin(\pi r/(2r_c))$, show that $u$ is regular and that
$$Q=\frac{r_c}{2},\qquad K_0=\frac{Q}{r_c^2}\,\frac{\pi^2}{8}.$$

**Solution.** The sine is smooth and vanishes at zero. Write $k=\pi/(2r_c)$. Then
$$u^2=\tfrac12-\tfrac12(\cos^2kr-\sin^2kr),$$
$$\tfrac12u'^2=\tfrac{k^2}4+\tfrac{k^2}4(\cos^2kr-\sin^2kr).$$
By (i), $Q=r_c/2$ and $K_0=k^2r_c/4=\pi^2/(16r_c)$, as required. The two `calc` blocks follow these lines.

Scaled by $\sqrt{2/r_c}$ to unit charge, the function has $K_0=\pi^2/(8r_c^2)\approx1.23/r_c^2$, against $1.5/r_c^2$ for the straight line. For $l>0$ and nonzero $u$, estimate (e) is strict, so the bound in (f) is then not attained.

```lean
/-- For `l = 0` the quarter wave `sin (π r / (2 rc))` is a regular radial function of charge `rc /
2` whose radial kinetic-energy integral over the core equals the lower bound. -/
theorem quarter_wave_sharp {rc : ℝ} (hrc : 0 < rc) :
    let u : ℝ → ℝ := fun r => Real.sin (π / (2 * rc) * r)
    let du : ℝ → ℝ := fun r => π / (2 * rc) * Real.cos (π / (2 * rc) * r)
    RegularRadial rc u du ∧ confinedCharge rc u = rc / 2 ∧
      kineticEnergy 0 rc u du = confinedCharge rc u * (π ^ 2 / 8) / rc ^ 2 := by
  intro u du
  have hk : π / (2 * rc) ≠ 0 := by positivity
  have hkr : π / (2 * rc) * rc = π / 2 := by field_simp
  have hQ : confinedCharge rc u = rc / 2 := by
    have e := quarter_wave_integral hk hkr (1 / 2) (-1 / 2)
    calc confinedCharge rc u = _ := by
          unfold confinedCharge
          congr 1
          funext r
          change Real.sin (π / (2 * rc) * r) ^ 2 = _
          linear_combination (1 / 2) * Real.sin_sq_add_cos_sq (π / (2 * rc) * r)
      _ = 1 / 2 * rc := e
      _ = rc / 2 := by ring
  refine ⟨⟨by simp [u], fun r _ => ?_, ?_⟩, hQ, ?_⟩
  · exact (((hasDerivAt_id' r).const_mul (π / (2 * rc))).sin.congr_deriv
      (by simp only [du]; ring)).hasDerivWithinAt
  · exact Continuous.continuousOn (by fun_prop)
  · have e := quarter_wave_integral hk hkr ((π / (2 * rc)) ^ 2 / 4) ((π / (2 * rc)) ^ 2 / 4)
    calc kineticEnergy 0 rc u du = _ := by
          unfold kineticEnergy
          congr 1
          funext r
          simp only [du, Nat.cast_zero, zero_mul, zero_div, add_zero]
          linear_combination
            ((π / (2 * rc)) ^ 2 / 4) * Real.sin_sq_add_cos_sq (π / (2 * rc) * r)
      _ = (π / (2 * rc)) ^ 2 / 4 * rc := e
      _ = confinedCharge rc u * (π ^ 2 / 8) / rc ^ 2 := by
          rw [hQ]
          ring

end

end PseudoOrbitalConfinement
```

```lean
#print axioms PseudoOrbitalConfinement.core_radius_ge
#print axioms PseudoOrbitalConfinement.kineticEnergy_tendsto_atTop
#print axioms PseudoOrbitalConfinement.quarter_wave_sharp
```

```
'PseudoOrbitalConfinement.core_radius_ge' depends on axioms: [propext, Classical.choice, Quot.sound]
'PseudoOrbitalConfinement.kineticEnergy_tendsto_atTop' depends on axioms: [propext, Classical.choice, Quot.sound]
'PseudoOrbitalConfinement.quarter_wave_sharp' depends on axioms: [propext, Classical.choice, Quot.sound]
```
